# Only the two lowest exponent-one Coulomb Sturmians of each angular momentum overlap the hydrogen 1s multipole source

A hydrogen atom in its 1s state is placed in a weak static field whose potential is proportional to r^l times a spherical harmonic of degree l ≥ 1. The Dalgarno–Lewis method replaces the sum over excited states by one inhomogeneous radial equation, whose source is, up to a constant factor, r^l times the 1s function. If the solution is expanded in basis functions and the equation is projected onto them, the overlaps with the source form the right-hand side of a linear system. How many of these overlaps are nonzero?

## The overlap as a finite difference

We use atomic units and reduced radial functions. For angular momentum l and k radial nodes, the Sturmian and the source are

S_k(r) = r^(l+1) e^(−r) L_k(2r),  s(r) = r^l · r e^(−r),

L_k(x) = Σ_{j=0}^{k} (−1)^j C(k+2l+1, k−j) x^j / j!,

where C(n, m) is a binomial coefficient. Since ∫₀^∞ r^n e^(−2r) dr = n!/2^(n+1), the j-th term of the overlap I_k = ∫₀^∞ S_k s dr is

(−1)^j · (k+2l+1)! / [(k−j)! (2l+1+j)!] · 2^j/j! · (2l+2+j)!/2^(2l+3+j).

The quotient (2l+2+j)!/(2l+1+j)! is 2l+2+j, and 1/[j!(k−j)!] = C(k, j)/k!. Hence

I_k = (k+2l+1)! / (k! 2^(2l+3)) · Σ_{j=0}^{k} (−1)^j C(k, j) (2l+2+j).

For k ≥ 2 the constant part vanishes because Σ (−1)^j C(k, j) = 0. The linear part vanishes because j C(k, j) = k C(k−1, j−1) turns it into −k Σ (−1)^i C(k−1, i) = 0. For k = 0 and k = 1 the sum is 2l+2 and −1, so

I_0 = (2l+2)!/2^(2l+3),  I_1 = −I_0.

As a numerical instance, take l = 1 and k = 2. Then L_2(2r) = 10 − 10r + 2r², and the moments of r⁴, r⁵ and r⁶ are 3/4, 15/8 and 45/8:

10·3/4 − 10·15/8 + 2·45/8 = 7.5 − 18.75 + 11.25 = 0.

## The first-order function from two Sturmians

For l ≥ 1, let

f = (l+1)/l · S_0 − 1/(2(l+1)) · S_1.

Inserting L_0 = 1 and L_1(2r) = 2l+2−2r gives

f = r^(l+1) e^(−r)/l + r^(l+2) e^(−r)/(l+1).

Let H be the radial Coulomb Hamiltonian. Differentiating r^m e^(−r) twice gives

(H + 1/2) r^m e^(−r) = [(l(l+1) − m(m−1))/2 · r^(m−2) + (m−1) r^(m−1)] e^(−r).

The first term of f therefore yields r^l e^(−r), and the second yields (−r^l + r^(l+1)) e^(−r). Their sum is s.

## Functions and conventions in Lean

```lean
import Mathlib

open MeasureTheory Set Finset

namespace SturmianMultipole

noncomputable section
```

The Laguerre polynomial is its explicit sum, with order `a` equal to 2l+1 in the Sturmians.

```lean
/-- The associated Laguerre polynomial of degree `k` and order `a`, as an explicit sum. -/
def laguerre (a k : ℕ) (x : ℝ) : ℝ :=
  ∑ j ∈ range (k + 1), (-1) ^ j * ((k + a).choose (k - j) : ℝ) * x ^ j / (j.factorial : ℝ)

/-- The reduced radial Coulomb Sturmian of angular momentum `l`, with `k` radial nodes and
exponent one (unnormalised). -/
def sturmian (l k : ℕ) (r : ℝ) : ℝ :=
  r ^ (l + 1) * Real.exp (-r) * laguerre (2 * l + 1) k (2 * r)

/-- The radial multipole source: `r ^ l` times the unnormalised reduced 1s function of hydrogen. -/
def source (l : ℕ) (r : ℝ) : ℝ := r ^ l * (r * Real.exp (-r))

/-- The radial overlap of a Sturmian with the multipole source of the same angular momentum. -/
def overlap (l k : ℕ) : ℝ := ∫ r in Ioi (0 : ℝ), sturmian l k r * source l r
```

Neither the Sturmians nor the 1s function is normalised. For l = 1 the overlaps are 3/4 and −3/4; with the 1s function and both Sturmians scaled to unit norm in r, they become √3 and −1/√2.

The next definition is H + 1/2 for a fixed nucleus, acting pointwise through second derivatives; no operator domain is specified. `firstOrder` is f.

```lean
/-- The radial Coulomb Hamiltonian of angular momentum `l` minus the 1s energy `-1/2`, in atomic
units, acting on a reduced radial function at `r > 0`. -/
def shiftedHamiltonian (l : ℕ) (f : ℝ → ℝ) (r : ℝ) : ℝ :=
  -(deriv (deriv f) r) / 2 + ((l : ℝ) * (l + 1) / (2 * r ^ 2) - 1 / r + 1 / 2) * f r

/-- A combination of the two lowest Sturmians of angular momentum `l`, for `l ≥ 1`. -/
def firstOrder (l : ℕ) (r : ℝ) : ℝ :=
  ((l : ℝ) + 1) / l * sturmian l 0 r - 1 / (2 * ((l : ℝ) + 1)) * sturmian l 1 r
```

## Convergence from a nonzero value

The termwise integration turns on `integral_undef`. Mathlib assigns the value zero to the integral of a non-integrable function. The Gamma-function formula gives each moment a positive value, so the integrand must be integrable.

```lean
/-- The moments of `exp (-2r)` on the half-line exist and equal `n! / 2 ^ (n + 1)`. -/
theorem moment (n : ℕ) :
    IntegrableOn (fun r : ℝ => r ^ n * Real.exp (-(2 * r))) (Ioi 0) ∧
    ∫ r in Ioi (0 : ℝ), r ^ n * Real.exp (-(2 * r)) = (n.factorial : ℝ) / 2 ^ (n + 1) := by
  have e : ∫ r in Ioi (0 : ℝ), r ^ n * Real.exp (-(2 * r))
      = (n.factorial : ℝ) / 2 ^ (n + 1) := by
    have h := Real.integral_rpow_mul_exp_neg_mul_Ioi (a := (n : ℝ) + 1) (r := 2)
      (by positivity) (by norm_num)
    have hp : (1 / 2 : ℝ) ^ ((n : ℝ) + 1) = (1 / 2) ^ (n + 1) := by
      rw [← Real.rpow_natCast, Nat.cast_add, Nat.cast_one]
    rw [Real.Gamma_nat_eq_factorial, hp] at h
    simp only [add_sub_cancel_right, Real.rpow_natCast] at h
    rw [h, one_div, inv_pow, div_eq_inv_mul]
  refine ⟨?_, e⟩
  -- a non-integrable function would have integral zero
  by_contra hn
  have h0 := e.symm.trans (integral_undef hn)
  have : (0 : ℝ) < (n.factorial : ℝ) / 2 ^ (n + 1) := by positivity
  linarith
```

## From binomial sums to the selection rule

`alternating_linear` writes k as n+2 and treats the constant and linear parts separately, as above. `Nat.add_one_mul_choose_eq` supplies the identity for j C(k, j).

```lean
/-- Alternating binomial sums of order two or more annihilate the linear function `c + j` of `j`. -/
theorem alternating_linear (n : ℕ) (c : ℝ) :
    ∑ j ∈ range (n + 3), (-1 : ℝ) ^ j * ((n + 2).choose j : ℝ) * (c + j) = 0 := by
  have alt : ∀ m : ℕ, ∑ j ∈ range (m + 2), (-1 : ℝ) ^ j * ((m + 1).choose j : ℝ) = 0 := by
    intro m
    have h := Int.alternating_sum_range_choose_of_ne (n := m + 1) (by omega)
    exact_mod_cast h
  have h1 : ∑ j ∈ range (n + 3), (-1 : ℝ) ^ j * ((n + 2).choose j : ℝ) * (j : ℝ) = 0 := by
    rw [Finset.sum_range_succ']
    have hi : ∀ i ∈ range (n + 2),
        (-1 : ℝ) ^ (i + 1) * ((n + 2).choose (i + 1) : ℝ) * ((i + 1 : ℕ) : ℝ)
          = -((n : ℝ) + 2) * ((-1) ^ i * ((n + 1).choose i : ℝ)) := by
      intro i _
      have h0 : (n + 2) * (n + 1).choose i = (n + 2).choose (i + 1) * (i + 1) :=
        Nat.add_one_mul_choose_eq (n + 1) i
      have h : ((n : ℝ) + 2) * ((n + 1).choose i : ℝ)
          = ((n + 2).choose (i + 1) : ℝ) * ((i : ℝ) + 1) := by exact_mod_cast h0
      rw [Nat.cast_add, Nat.cast_one, pow_succ]
      linear_combination (-1 : ℝ) ^ i * h
    rw [Finset.sum_congr rfl hi, ← Finset.mul_sum, alt n]
    simp
  simp only [mul_add, Finset.sum_add_distrib]
  rw [h1, ← Finset.sum_mul, alt (n + 1)]
  simp
```

`overlap_eq_sum` expands the integrand, integrates each term with `moment`, and cancels the factorials. It also records that the overlap integral converges.

```lean
/-- The overlap integral converges, and it is a positive factor times the alternating binomial sum
of order `k` of the linear function `2 * l + 2 + j` of `j`. -/
theorem overlap_eq_sum (l k : ℕ) :
    IntegrableOn (fun r => sturmian l k r * source l r) (Ioi 0) ∧
    overlap l k = ((k + (2 * l + 1)).factorial : ℝ) / ((k.factorial : ℝ) * 2 ^ (2 * l + 3)) *
      ∑ j ∈ range (k + 1), (-1 : ℝ) ^ j * (k.choose j : ℝ) * ((2 * (l : ℝ) + 2) + j) := by
  have hx : (fun r => sturmian l k r * source l r) = fun r => ∑ j ∈ range (k + 1),
      ((-1) ^ j * ((k + (2 * l + 1)).choose (k - j) : ℝ) * 2 ^ j / (j.factorial : ℝ)) *
        (r ^ (2 * l + 2 + j) * Real.exp (-(2 * r))) := by
    funext r
    have he : Real.exp (-(2 * r)) = Real.exp (-r) * Real.exp (-r) := by
      rw [← Real.exp_add]; congr 1; ring
    simp only [sturmian, source, laguerre]
    rw [he, Finset.mul_sum, Finset.sum_mul]
    refine Finset.sum_congr rfl fun j _ => ?_
    ring
  unfold overlap
  rw [hx]
  refine ⟨integrable_finsetSum _ fun j _ => Integrable.const_mul (moment _).1 _, ?_⟩
  rw [integral_finsetSum _ fun j _ => Integrable.const_mul (moment _).1 _, Finset.mul_sum]
  refine Finset.sum_congr rfl fun j hj => ?_
  have hjk : j ≤ k := by have := Finset.mem_range.1 hj; omega
  -- the factorials of the moment cancel those of the Laguerre coefficient
  rw [integral_const_mul, (moment _).2,
    Nat.cast_choose ℝ (show k - j ≤ k + (2 * l + 1) by omega), Nat.cast_choose ℝ hjk,
    show k + (2 * l + 1) - (k - j) = 2 * l + 1 + j by omega,
    show 2 * l + 2 + j = (2 * l + 1 + j) + 1 by omega, Nat.factorial_succ (2 * l + 1 + j)]
  have hp : (2 : ℝ) ^ (2 * l + 1 + j + 1 + 1) = 2 ^ (2 * l + 3) * 2 ^ j := by ring
  have f1 : (j.factorial : ℝ) ≠ 0 := by positivity
  have f2 : (k.factorial : ℝ) ≠ 0 := by positivity
  have f3 : ((k - j).factorial : ℝ) ≠ 0 := by positivity
  have f4 : ((2 * l + 1 + j).factorial : ℝ) ≠ 0 := by positivity
  rw [hp, Nat.cast_mul]
  push_cast
  field_simp
  ring

/-- The two lowest Sturmians have overlaps of equal size and opposite sign with the source. -/
theorem overlap_lowest (l : ℕ) :
    overlap l 0 = ((2 * l + 2).factorial : ℝ) / 2 ^ (2 * l + 3) ∧
    overlap l 1 = -(((2 * l + 2).factorial : ℝ) / 2 ^ (2 * l + 3)) := by
  have hf : ((2 * l + 2).factorial : ℝ) = (2 * (l : ℝ) + 2) * ((2 * l + 1).factorial : ℝ) := by
    exact_mod_cast Nat.factorial_succ (2 * l + 1)
  constructor
  · rw [(overlap_eq_sum l 0).2, hf, Nat.zero_add]
    simp only [Finset.sum_range_succ, Finset.sum_range_zero, Nat.factorial_zero,
      Nat.choose_self, Nat.cast_one, Nat.cast_zero, pow_zero]
    ring
  · rw [(overlap_eq_sum l 1).2, show 1 + (2 * l + 1) = 2 * l + 2 by omega]
    simp only [Finset.sum_range_succ, Finset.sum_range_zero, Nat.factorial_one,
      Nat.choose_self, Nat.choose_zero_right, Nat.cast_one, Nat.cast_zero, pow_zero, pow_one]
    ring
```

The equivalence holds for every l, including l = 0, where the source is the 1s function itself. One direction uses the nonzero values at k = 0 and k = 1, the other the finite difference.

```lean
/-- For every multipole order `l`, the exponent-one Sturmian of angular momentum `l` with `k` radial
nodes has zero overlap with the hydrogen 1s multipole source exactly when `k ≥ 2`. -/
theorem overlap_eq_zero_iff (l k : ℕ) : overlap l k = 0 ↔ 2 ≤ k := by
  constructor
  · intro h
    by_contra hk
    have hpos : (0 : ℝ) < ((2 * l + 2).factorial : ℝ) / 2 ^ (2 * l + 3) := by positivity
    obtain rfl | rfl : k = 0 ∨ k = 1 := by omega
    · linarith [(overlap_lowest l).1]
    · linarith [(overlap_lowest l).2]
  · intro hk
    obtain ⟨n, rfl⟩ : ∃ n, k = n + 2 := ⟨k - 2, by omega⟩
    rw [(overlap_eq_sum l (n + 2)).2, alternating_linear n, mul_zero]
```

Setting l = 1 gives the dipole integral.

```lean
/-- The dipole case: the overlap integral with a p-type Sturmian vanishes for `k ≥ 2`. -/
theorem dipole_integral_eq_zero (k : ℕ) (hk : 2 ≤ k) :
    ∫ r in Ioi (0 : ℝ), r ^ 4 * Real.exp (-(2 * r)) * laguerre 3 k (2 * r) = 0 := by
  refine Eq.trans ?_ ((overlap_eq_zero_iff 1 k).2 hk)
  unfold overlap
  congr 1
  funext r
  have he : Real.exp (-(2 * r)) = Real.exp (-r) * Real.exp (-r) := by
    rw [← Real.exp_add]; congr 1; ring
  have hs : sturmian 1 k r = r ^ 2 * Real.exp (-r) * laguerre 3 k (2 * r) := rfl
  rw [hs, he, source]
  ring
```

## The radial equation and the polarizability

The next theorem assumes l ≥ 1 and r > 0. Its proof writes l = n+1, and `D` differentiates each power times e^(−r). `hf` is the two-term form of f, `h1` and `h2` give its derivatives, and `field_simp` and `ring` collect the powers. Uniqueness of the solution is not addressed.

```lean
/-- For `l ≥ 1` and `r > 0`, the combination `firstOrder l` of two Sturmians solves the
inhomogeneous radial equation with the multipole source on the right. -/
theorem firstOrder_solves (l : ℕ) (hl : 1 ≤ l) (r : ℝ) (hr : 0 < r) :
    shiftedHamiltonian l (firstOrder l) r = source l r := by
  obtain ⟨n, rfl⟩ : ∃ n, l = n + 1 := ⟨l - 1, by omega⟩
  have D : ∀ (m : ℕ) (x : ℝ), HasDerivAt (fun y : ℝ => y ^ (m + 1) * Real.exp (-y))
      ((((m : ℝ) + 1) * x ^ m - x ^ (m + 1)) * Real.exp (-x)) x := by
    intro m x
    refine ((hasDerivAt_pow (m + 1) x).fun_mul (hasDerivAt_id' x).fun_neg.exp).congr_deriv ?_
    simp only [Nat.add_sub_cancel, Nat.cast_add, Nat.cast_one]
    ring
  have hf : firstOrder (n + 1) = fun x => 1 / ((n : ℝ) + 1) * (x ^ (n + 1 + 1) * Real.exp (-x))
      + 1 / ((n : ℝ) + 2) * (x ^ (n + 2 + 1) * Real.exp (-x)) := by
    funext x
    have l0 : ∀ a y, laguerre a 0 y = 1 := by intro a y; simp [laguerre]
    have l1 : ∀ (a : ℕ) y, laguerre a 1 y = (a : ℝ) + 1 - y := by
      intro a y
      simp [laguerre, Finset.sum_range_succ]
      ring
    simp only [firstOrder, sturmian, l0, l1]
    push_cast
    have h2 : (n : ℝ) + 1 + 1 = n + 2 := by ring
    rw [h2]
    field_simp
    ring
  have h1 : deriv (firstOrder (n + 1)) = fun x =>
      ((n : ℝ) + 2) / (n + 1) * (x ^ (n + 1) * Real.exp (-x))
      + (((n : ℝ) + 3) / (n + 2) - 1 / (n + 1)) * (x ^ (n + 1 + 1) * Real.exp (-x))
      + (-1 / ((n : ℝ) + 2)) * (x ^ (n + 2 + 1) * Real.exp (-x)) := by
    rw [hf]
    funext x
    refine HasDerivAt.deriv ((((D (n + 1) x).const_mul _).fun_add
      ((D (n + 2) x).const_mul _)).congr_deriv ?_)
    push_cast
    field_simp
    ring
  have h2 := (((D n r).const_mul (((n : ℝ) + 2) / (n + 1))).fun_add
    ((D (n + 1) r).const_mul (((n : ℝ) + 3) / (n + 2) - 1 / (n + 1)))).fun_add
    ((D (n + 2) r).const_mul (-1 / ((n : ℝ) + 2)))
  beta_reduce at h2
  unfold shiftedHamiltonian source
  rw [h1, h2.deriv, hf]
  push_cast
  field_simp
  ring
```

For l = 1, f = 2S_0 − S_1/4, so ∫₀^∞ f s dr = 3/2 + 3/16 = 27/16. The normalised 1s function 2r e^(−r) contributes a factor 4, and the angular average of cos²θ contributes 1/3:

2 · (1/3) · 4 · 27/16 = 9/2.

This is the dipole polarizability in atomic units, from the second-order formula α = 2⟨zψ|χ⟩. Here ψ is the normalised 1s state, z = r cos θ, and χ is the square-integrable p-type solution of (H + 1/2)χ = zψ with the full three-dimensional Hamiltonian. The formula is taken as given, not derived from the energy in a field. For the non-relativistic hydrogen atom with a fixed nucleus, the value 9/2 is an exact reference for static-response codes.

```lean
/-- The second-order dipole expression, with angular factor `1/3` and the normalised 1s function
`2 r exp (-r)`, gives the polarizability `9/2` of hydrogen from two Sturmians. -/
theorem dipole_polarizability :
    2 * (1 / 3) * ∫ r in Ioi (0 : ℝ), (2 * firstOrder 1 r) * (2 * source 1 r) = 9 / 2 := by
  have hx : (fun r => (2 * firstOrder 1 r) * (2 * source 1 r)) = fun r =>
      8 * (sturmian 1 0 r * source 1 r) - 1 * (sturmian 1 1 r * source 1 r) := by
    funext r
    simp only [firstOrder, Nat.cast_one]
    ring
  have h0 : ∫ r in Ioi (0 : ℝ), sturmian 1 0 r * source 1 r = 3 / 4 := by
    have h := (overlap_lowest 1).1
    norm_num [Nat.factorial] at h
    exact h
  have h1 : ∫ r in Ioi (0 : ℝ), sturmian 1 1 r * source 1 r = -(3 / 4) := by
    have h := (overlap_lowest 1).2
    norm_num [Nat.factorial] at h
    linarith [h, show overlap 1 1 = ∫ r in Ioi (0 : ℝ), sturmian 1 1 r * source 1 r from rfl]
  rw [hx, integral_sub (Integrable.const_mul (overlap_eq_sum 1 0).1 _)
    (Integrable.const_mul (overlap_eq_sum 1 1).1 _), integral_const_mul, integral_const_mul,
    h0, h1]
  norm_num

end

end SturmianMultipole
```

```lean
#print axioms SturmianMultipole.overlap_eq_zero_iff
-- 'SturmianMultipole.overlap_eq_zero_iff' depends on axioms: [propext, Classical.choice, Quot.sound]
#print axioms SturmianMultipole.dipole_integral_eq_zero
-- 'SturmianMultipole.dipole_integral_eq_zero' depends on axioms: [propext, Classical.choice, Quot.sound]
#print axioms SturmianMultipole.firstOrder_solves
-- 'SturmianMultipole.firstOrder_solves' depends on axioms: [propext, Classical.choice, Quot.sound]
#print axioms SturmianMultipole.dipole_polarizability
-- 'SturmianMultipole.dipole_polarizability' depends on axioms: [propext, Classical.choice, Quot.sound]
```
